# A damped, truncated Fourier series of a continuous function as an integral against a cosine kernel

Cutting a Fourier series after finitely many harmonics and multiplying each harmonic by a damping factor amounts to integrating the original function against a kernel. For a continuous real function $f$, any real factors $g_k$, any $N$ and any real $x$, the declaration `damped_eq_integral` states that the damped series at $x$ equals $\frac{1}{2\pi}\int_{-\pi}^{\pi} f(t)\,K(x-t)\,dt$, where $K(u) = 1 + 2\sum_{k=1}^{N} g_k\cos(ku)$. The function need not be periodic, since only its values on $[-\pi,\pi]$ enter, and the factors need not be positive or decreasing. The attempt goes by induction on $N$, splitting off the newest harmonic with the formula for the cosine of a difference and using the linearity of the integral.

Lean 4 with Mathlib refuses this proof:

```lean
import Mathlib

open Real Filter Topology

namespace DampedEqIntegral

noncomputable section

/-- Cosine Fourier coefficient: the mean of `f t * cos (k t)` over one period. -/
def cosCoeff (f : ℝ → ℝ) (k : ℕ) : ℝ := (∫ t in (-π)..π, f t * cos ((k : ℝ) * t)) / (2 * π)

/-- Sine Fourier coefficient: the mean of `f t * sin (k t)` over one period. -/
def sinCoeff (f : ℝ → ℝ) (k : ℕ) : ℝ := (∫ t in (-π)..π, f t * sin ((k : ℝ) * t)) / (2 * π)

/-- Fourier series of `f` cut after `N` harmonics, with harmonic `k` multiplied by `g k`. -/
def damped (g : ℕ → ℝ) (N : ℕ) (f : ℝ → ℝ) (x : ℝ) : ℝ :=
  cosCoeff f 0 + 2 * ∑ k ∈ Finset.range N, g (k + 1) *
    (cosCoeff f (k + 1) * cos (((k + 1 : ℕ) : ℝ) * x) +
      sinCoeff f (k + 1) * sin (((k + 1 : ℕ) : ℝ) * x))

/-- The cosine kernel with damping factors `g` and `N` harmonics. -/
def kernel (g : ℕ → ℝ) (N : ℕ) (u : ℝ) : ℝ :=
  1 + 2 * ∑ k ∈ Finset.range N, g (k + 1) * cos (((k + 1 : ℕ) : ℝ) * u)

/-- The integral over a period is linear on continuous functions. -/
theorem integral_comb {A B C : ℝ → ℝ} (hA : Continuous A) (hB : Continuous B)
    (hC : Continuous C) (p q : ℝ) :
    (∫ t in (-π)..π, (A t + p * B t + q * C t)) =
      (∫ t in (-π)..π, A t) + p * (∫ t in (-π)..π, B t) + q * (∫ t in (-π)..π, C t) := by
  rw [intervalIntegral.integral_add, intervalIntegral.integral_add,
    intervalIntegral.integral_const_mul, intervalIntegral.integral_const_mul] <;>
    exact Continuous.intervalIntegrable (by fun_prop) _ _

/-- A damping kernel centred at any point `x` is continuous. -/
theorem kernel_continuous (g : ℕ → ℝ) (N : ℕ) (x : ℝ) :
    Continuous fun t => kernel g N (x - t) := by
  unfold kernel
  exact continuous_const.add (continuous_const.mul
    (continuous_finsetSum _ fun k _ => by fun_prop))

/-- For continuous `f`, the damped Fourier series at `x` is the mean over `[-π, π]` of `f t` times
the kernel at `x - t`. -/
theorem damped_eq_integral {f : ℝ → ℝ} (hf : Continuous f) (g : ℕ → ℝ) (N : ℕ) (x : ℝ) :
    damped g N f x = (∫ t in (-π)..π, f t * kernel g N (x - t)) / (2 * π) := by
  induction N with
  | zero => simp [damped, kernel, cosCoeff]
  | succ N ih =>
    have hs : damped g (N + 1) f x = damped g N f x + 2 * (g (N + 1) *
        (cosCoeff f (N + 1) * cos (((N + 1 : ℕ) : ℝ) * x) +
          sinCoeff f (N + 1) * sin (((N + 1 : ℕ) : ℝ) * x))) := by
      unfold damped
      rw [Finset.sum_range_succ]
      ring
    have hc : Continuous fun t => f t * cos (((N + 1 : ℕ) : ℝ) * t) := by fun_prop
    have hn : Continuous fun t => f t * sin (((N + 1 : ℕ) : ℝ) * t) := by fun_prop
    have e := integral_comb (hf.mul (kernel_continuous g N x)) hc hn
      (2 * g (N + 1) * cos (((N + 1 : ℕ) : ℝ) * x)) (2 * g (N + 1) * sin (((N + 1 : ℕ) : ℝ) * x))
    have e' := Eq.trans (intervalIntegral.integral_congr
      (f := fun t => f t * kernel g (N + 1) (x - t)) fun t _ => by
        beta_reduce
        unfold kernel
        rw [Finset.sum_range_succ, mul_sub ((N + 1 : ℕ) : ℝ) x t, Real.cos_sub]
        ring) e
    rw [hs, ih, e']
    unfold cosCoeff sinCoeff
    ring

end

end DampedEqIntegral
```

Lean reports:

```
Try this:
  [apply] ring_nf
  
  The `ring` tactic failed to close the goal. Use `ring_nf` to obtain a normal form.
    
  Note that `ring` works primarily in *commutative* rings. If you have a noncommutative ring, abelian group or module, consider using `noncomm_ring`, `abel` or `module` instead.
Main.lean:59:64: error: unsolved goals
f : ℝ → ℝ
hf : Continuous f
g : ℕ → ℝ
x : ℝ
N : ℕ
ih : damped g N f x = (∫ (t : ℝ) in -π..π, f t * kernel g N (x - t)) / (2 * π)
hs :
  damped g (N + 1) f x =
    damped g N f x +
      2 * (g (N + 1) * (cosCoeff f (N + 1) * cos (↑(N + 1) * x) + sinCoeff f (N + 1) * sin (↑(N + 1) * x)))
hc : Continuous fun t => f t * cos (↑(N + 1) * t)
hn : Continuous fun t => f t * sin (↑(N + 1) * t)
e :
  ∫ (t : ℝ) in -π..π,
      (f * fun t => kernel g N (x - t)) t + 2 * g (N + 1) * cos (↑(N + 1) * x) * (f t * cos (↑(N + 1) * t)) +
        2 * g (N + 1) * sin (↑(N + 1) * x) * (f t * sin (↑(N + 1) * t)) =
    ((∫ (t : ℝ) in -π..π, (f * fun t => kernel g N (x - t)) t) +
        2 * g (N + 1) * cos (↑(N + 1) * x) * ∫ (t : ℝ) in -π..π, f t * cos (↑(N + 1) * t)) +
      2 * g (N + 1) * sin (↑(N + 1) * x) * ∫ (t : ℝ) in -π..π, f t * sin (↑(N + 1) * t)
t : ℝ
x✝ : t ∈ Set.uIcc (-π) π
⊢ f t + (f t * ∑ x_1 ∈ Finset.range N, g (1 + x_1) * cos (↑(1 + x_1) * x - ↑(1 + x_1) * t)) * 2 +
        f t * g (1 + N) * cos (x * ↑(1 + N)) * cos (t * ↑(1 + N)) * 2 +
      f t * g (1 + N) * sin (x * ↑(1 + N)) * sin (t * ↑(1 + N)) * 2 =
    f t * g (1 + N) * cos (x * ↑(1 + N)) * cos (t * ↑(1 + N)) * 2 +
        f t * g (1 + N) * sin (x * ↑(1 + N)) * sin (t * ↑(1 + N)) * 2 +
      (f * fun t => 1 + (∑ x_1 ∈ Finset.range N, g (1 + x_1) * cos (x * ↑(1 + x_1) - ↑(1 + x_1) * t)) * 2) t
Try this:
  [apply] ring_nf
  
  The `ring` tactic failed to close the goal. Use `ring_nf` to obtain a normal form.
    
  Note that `ring` works primarily in *commutative* rings. If you have a noncommutative ring, abelian group or module, consider using `noncomm_ring`, `abel` or `module` instead.
Main.lean:47:14: error: unsolved goals
case succ
f : ℝ → ℝ
hf : Continuous f
g : ℕ → ℝ
x : ℝ
N : ℕ
ih : damped g N f x = (∫ (t : ℝ) in -π..π, f t * kernel g N (x - t)) / (2 * π)
hs :
  damped g (N + 1) f x =
    damped g N f x +
      2 * (g (N + 1) * (cosCoeff f (N + 1) * cos (↑(N + 1) * x) + sinCoeff f (N + 1) * sin (↑(N + 1) * x)))
hc : Continuous fun t => f t * cos (↑(N + 1) * t)
hn : Continuous fun t => f t * sin (↑(N + 1) * t)
e :
  ∫ (t : ℝ) in -π..π,
      (f * fun t => kernel g N (x - t)) t + 2 * g (N + 1) * cos (↑(N + 1) * x) * (f t * cos (↑(N + 1) * t)) +
        2 * g (N + 1) * sin (↑(N + 1) * x) * (f t * sin (↑(N + 1) * t)) =
    ((∫ (t : ℝ) in -π..π, (f * fun t => kernel g N (x - t)) t) +
        2 * g (N + 1) * cos (↑(N + 1) * x) * ∫ (t : ℝ) in -π..π, f t * cos (↑(N + 1) * t)) +
      2 * g (N + 1) * sin (↑(N + 1) * x) * ∫ (t : ℝ) in -π..π, f t * sin (↑(N + 1) * t)
e' :
  ∫ (x_1 : ℝ) in -π..π, f x_1 * kernel g (N + 1) (x - x_1) =
    ((∫ (t : ℝ) in -π..π, (f * fun t => kernel g N (x - t)) t) +
        2 * g (N + 1) * cos (↑(N + 1) * x) * ∫ (t : ℝ) in -π..π, f t * cos (↑(N + 1) * t)) +
      2 * g (N + 1) * sin (↑(N + 1) * x) * ∫ (t : ℝ) in -π..π, f t * sin (↑(N + 1) * t)
⊢ (∫ (t : ℝ) in -π..π, f t * kernel g N (x - t)) * π⁻¹ * (1 / 2) +
        (π⁻¹ * g (1 + N) * ∫ (t : ℝ) in -π..π, f t * cos (↑(1 + N) * t)) * cos (x * ↑(1 + N)) +
      (π⁻¹ * g (1 + N) * ∫ (t : ℝ) in -π..π, f t * sin (↑(1 + N) * t)) * sin (x * ↑(1 + N)) =
    (π⁻¹ * g (1 + N) * ∫ (t : ℝ) in -π..π, f t * cos (↑(1 + N) * t)) * cos (x * ↑(1 + N)) +
        (π⁻¹ * g (1 + N) * ∫ (t : ℝ) in -π..π, f t * sin (↑(1 + N) * t)) * sin (x * ↑(1 + N)) +
      (π⁻¹ * ∫ (t : ℝ) in -π..π, (f * fun t => kernel g N (x - t)) t) * (1 / 2)
```

The mended proof, as a diff:

```diff
@@ -54,5 +54,7 @@
     have hc : Continuous fun t => f t * cos (((N + 1 : ℕ) : ℝ) * t) := by fun_prop
     have hn : Continuous fun t => f t * sin (((N + 1 : ℕ) : ℝ) * t) := by fun_prop
-    have e := integral_comb (hf.mul (kernel_continuous g N x)) hc hn
+    have hm : Continuous fun t => f t * kernel g N (x - t) :=
+      hf.mul (kernel_continuous g N x)
+    have e := integral_comb hm hc hn
       (2 * g (N + 1) * cos (((N + 1 : ℕ) : ℝ) * x)) (2 * g (N + 1) * sin (((N + 1 : ℕ) : ℝ) * x))
     have e' := Eq.trans (intervalIntegral.integral_congr
```

Cause. Both errors are failures of `ring` with one origin. The term `hf.mul (kernel_continuous g N x)` proves continuity of a product of functions, `f * fun t => kernel g N (x - t)`, and `integral_comb` takes its `A` from that type. So `e` contains `(f * fun t => kernel g N (x - t)) t` where the proof needs `f t * kernel g N (x - t)`. The two are equal by definition, but `ring` does not unfold the first into the second.

In the first error this leaves the integrands unmatched. In the second, the same form has passed through `e'` into an integral, which `ring` does not identify with the integral from `ih`.

The repair states the continuity fact as `hm`, with the product written out at each `t`. Lean accepts the same proof term for it, because the two forms agree by definition. Passing `hm` to `integral_comb` gives `e` the written-out product, so both `ring` calls succeed.
